# Mutual conduction–valence terms cancel from the band contribution to an exciton's orbital moment

Take an exciton built from one conduction band c and one valence band v, with an amplitude A_k at each wavevector k of a finite set. Let m_a(k) be the orbital moment of band a at k. If the band energies at each k are pairwise distinct, the envelope-weighted moment

M = Σ_k |A_k|² (m_c(k) − m_v(k))

contains no term that couples c and v to each other. It is a sum over remote bands, those other than c and v, and it vanishes in a two-band model for every envelope.

In a weak magnetic field perpendicular to the xy plane, and for a normalised envelope, M sets the band-orbital part of the exciton's linear Zeeman shift. Within this model of a single band pair with non-degenerate bands, a two-band calculation therefore gives zero for that part, and a non-zero value has to come from remote bands.

```lean
import Mathlib

namespace ExcitonOrbitalMoment

noncomputable section
```

## Bands, velocities and the orbital moment

At one wavevector there are n bands with real energies E_a. The two Cartesian velocity components are n by n matrices in the band eigenbasis, with entries vx_ab and vy_ab. Velocity is an observable, so both matrices are Hermitian:

vx_ba = (vx_ab)*,  vy_ba = (vy_ab)*.

In `Bands n` these conditions are the fields `vx_herm` and `vy_herm`. The field `distinct` says that the map from band index to energy is injective. Physically, no two bands are degenerate at this wavevector, so band crossings and spin-degenerate pairs counted as separate bands are excluded. The matrices are given as data and are not derived from a Hamiltonian that depends on k.

```lean
/-- Bands at one wavevector: pairwise distinct energies and two Hermitian velocity
matrices, written in the band eigenbasis. -/
structure Bands (n : ℕ) where
  E : Fin n → ℝ
  vx : Matrix (Fin n) (Fin n) ℂ
  vy : Matrix (Fin n) (Fin n) ℂ
  vx_herm : vx.IsHermitian
  vy_herm : vy.IsHermitian
  distinct : Function.Injective E
```

The orbital moment of band a, perpendicular to the xy plane, is

m_a = Im Σ_{b≠a} vx_ab vy_ba / (E_a − E_b).

The physical prefactor, which carries the charge and fixes the overall sign, is set to one. In Lean the condition b ≠ a is the index set `Finset.univ.erase a`, so every denominator in the sum is non-zero.

```lean
/-- The orbital moment of band `a`, in units where the prefactor is one:
the imaginary part of the sum over all other bands `b` of `vx_ab vy_ba / (E_a - E_b)`. -/
def Bands.moment {n : ℕ} (B : Bands n) (a : Fin n) : ℝ :=
  (∑ b ∈ Finset.univ.erase a,
    B.vx a b * B.vy b a / ((B.E a - B.E b : ℝ) : ℂ)).im
```

The contribution of a single band b to this moment is

p_ab = Im(vx_ab vy_ba) / (E_a − E_b),  a ≠ b.

```lean
/-- The contribution of band `b` to the orbital moment of band `a`, for `a ≠ b`. -/
def Bands.pairMoment {n : ℕ} (B : Bands n) (a b : Fin n) : ℝ :=
  (B.vx a b * B.vy b a).im / (B.E a - B.E b)
```

Exciting an electron from v to c at wavevector k adds the moment m_c(k) and removes m_v(k). Weighting the difference with |A_k|² gives M. Electron and hole states are taken at the same k, as for an exciton of zero total momentum.

In the definition below, `B k` holds the bands at wavevector k, so energies and velocities may vary freely with k, while the indices `c` and `v` stay fixed. The amplitudes are arbitrary complex numbers: they need not solve a Bethe–Salpeter equation, nor be normalised. For an unnormalised, non-zero envelope, the moment per exciton is M / Σ_k |A_k|². Any orbital moment that comes from the phase winding of the envelope itself is not part of M, and neither is spin.

```lean
/-- The envelope-weighted orbital moment of an exciton built from conduction band `c` and
valence band `v`, with amplitude `A k` at each wavevector `k` of a finite set. -/
def excitonMoment {n : ℕ} {K : Type*} [Fintype K] (B : K → Bands n) (A : K → ℂ)
    (c v : Fin n) : ℝ :=
  ∑ k, ‖A k‖ ^ 2 * ((B k).moment c - (B k).moment v)
```

## Each moment is a sum over pairs

The energy differences are real, so the imaginary part passes through the sum and through each division:

m_a = Σ_{b≠a} Im(vx_ab vy_ba) / (E_a − E_b) = Σ_{b≠a} p_ab.

The two simplification lemmas `Complex.im_sum` and `Complex.div_ofReal_im` are exactly these two moves.

```lean
/-- The orbital moment of a band is the sum of the contributions of all other bands. -/
theorem Bands.moment_eq_sum {n : ℕ} (B : Bands n) (a : Fin n) :
    B.moment a = ∑ b ∈ Finset.univ.erase a, B.pairMoment a b := by
  simp only [Bands.moment, Bands.pairMoment, Complex.im_sum, Complex.div_ofReal_im]
```

## Two bands give each other the same moment

Exchange a and b in the pair contribution. By Hermiticity the numerator becomes

Im(vx_ba vy_ab) = Im((vx_ab)* (vy_ba)*) = Im((vx_ab vy_ba)*) = −Im(vx_ab vy_ba),

and the denominator becomes

E_b − E_a = −(E_a − E_b).

The two signs compensate, so

p_ba = p_ab.

In the proof, `hx` and `hy` are the Hermiticity relations, while `h1` and `h2` say that the two energy differences are non-zero. The equality of fractions is cross-multiplied, the imaginary parts are written out in real and imaginary components, and `ring` checks the resulting identity.

```lean
/-- Two different bands contribute equally to each other's orbital moment. -/
theorem Bands.pairMoment_symm {n : ℕ} (B : Bands n) {a b : Fin n} (h : a ≠ b) :
    B.pairMoment a b = B.pairMoment b a := by
  have hx : B.vx b a = star (B.vx a b) := (B.vx_herm.apply b a).symm
  have hy : B.vy a b = star (B.vy b a) := (B.vy_herm.apply a b).symm
  have h1 : B.E a - B.E b ≠ 0 := sub_ne_zero.mpr (fun e => h (B.distinct e))
  have h2 : B.E b - B.E a ≠ 0 := sub_ne_zero.mpr (fun e => h (B.distinct e.symm))
  unfold Bands.pairMoment
  -- conjugation and the reversed energy difference each give one sign
  rw [hx, hy, div_eq_div_iff h1 h2]
  simp only [Complex.mul_im, Complex.star_def, Complex.conj_re, Complex.conj_im]
  ring
```

## The mutual term drops out of the difference

For c ≠ v, split the mutual term off each moment:

m_c = p_cv + Σ_{b≠c,v} p_cb,
m_v = p_vc + Σ_{b≠c,v} p_vb.

Since p_cv = p_vc, subtraction leaves

m_c − m_v = Σ_{b≠c,v} (p_cb − p_vb).

The statements `hc` and `hv` are the two splittings. Their remaining index sets remove c and v in opposite orders, which `Finset.erase_right_comm` reconciles. The symmetry `hs` and linear arithmetic then finish the argument. The theorem also admits c = v, where both sides are zero.

```lean
/-- The difference of two band moments is a sum over the remaining bands only. -/
theorem Bands.moment_sub {n : ℕ} (B : Bands n) (c v : Fin n) :
    B.moment c - B.moment v =
      ∑ b ∈ (Finset.univ.erase c).erase v, (B.pairMoment c b - B.pairMoment v b) := by
  by_cases h : c = v
  · subst h
    simp
  · -- split the mutual term off each moment
    have hc := Finset.add_sum_erase (Finset.univ.erase c) (B.pairMoment c)
      (Finset.mem_erase.mpr ⟨Ne.symm h, Finset.mem_univ v⟩)
    have hv := Finset.add_sum_erase (Finset.univ.erase v) (B.pairMoment v)
      (Finset.mem_erase.mpr ⟨h, Finset.mem_univ c⟩)
    rw [Finset.erase_right_comm] at hv
    have hs := B.pairMoment_symm h
    rw [B.moment_eq_sum c, B.moment_eq_sum v, Finset.sum_sub_distrib]
    linarith
```

Multiplying by |A_k|² and summing over k gives the result for the exciton:

M = Σ_k |A_k|² Σ_{b≠c,v} (p_cb(k) − p_vb(k)).

The cancellation happens separately at each k, so the shape of the envelope plays no part in it. Nothing in the statement requires c to lie above v in energy.

```lean
/-- The envelope-weighted orbital moment of an exciton is a sum over remote bands, those
other than its conduction band `c` and valence band `v`, for every envelope. -/
theorem excitonMoment_eq_remote {n : ℕ} {K : Type*} [Fintype K] (B : K → Bands n)
    (A : K → ℂ) (c v : Fin n) :
    excitonMoment B A c v =
      ∑ k, ‖A k‖ ^ 2 * ∑ b ∈ (Finset.univ.erase c).erase v,
        ((B k).pairMoment c b - (B k).pairMoment v b) := by
  simp only [excitonMoment, Bands.moment_sub]
```

## Two cases in which the exciton moment vanishes

With n = 2 and c ≠ v, no band remains after c and v are removed. The inner sum is empty at every k, and

M = 0.

Here `decide` checks that the index set is empty for each choice of two different bands. The case c = v is immediate from the definition.

```lean
/-- In a two-band model the envelope-weighted exciton orbital moment vanishes for every
envelope. -/
theorem excitonMoment_two_band {K : Type*} [Fintype K] (B : K → Bands 2)
    (A : K → ℂ) (c v : Fin 2) : excitonMoment B A c v = 0 := by
  by_cases h : c = v
  · subst h
    simp [excitonMoment]
  · -- no remote band is left
    have key : ∀ c v : Fin 2, c ≠ v →
        ((Finset.univ : Finset (Fin 2)).erase c).erase v = ∅ := by decide
    rw [excitonMoment_eq_remote, key c v h]
    simp
```

The moment also vanishes for larger n if vx does not connect the pair to the remote bands, that is, if at every k

vx_cb = 0 and vx_vb = 0 for all b ≠ c, v.

Then each remote numerator has a zero factor:

p_cb = Im(0 · vy_bc) / (E_c − E_b) = 0,
p_vb = Im(0 · vy_bv) / (E_v − E_b) = 0.

No condition on vy is needed. The hypothesis `h` describes a pair of bands that is isolated as far as motion along x is concerned, and the proof sets the terms to zero one by one.

```lean
/-- With any number of bands, the envelope-weighted orbital moment vanishes if the velocity `vx`
does not couple the bands `c` and `v` to any remote band. -/
theorem excitonMoment_isolated_pair {n : ℕ} {K : Type*} [Fintype K] (B : K → Bands n)
    (A : K → ℂ) (c v : Fin n)
    (h : ∀ k b, b ≠ c → b ≠ v → (B k).vx c b = 0 ∧ (B k).vx v b = 0) :
    excitonMoment B A c v = 0 := by
  rw [excitonMoment_eq_remote]
  refine Finset.sum_eq_zero (fun k _ => ?_)
  rw [Finset.sum_eq_zero, mul_zero]
  intro b hb
  simp only [Finset.mem_erase, Finset.mem_univ, and_true] at hb
  obtain ⟨h1, h2⟩ := h k b hb.2 hb.1
  simp [Bands.pairMoment, h1, h2]
```

## Two bands whose moments are equal but not zero

The two-band result is not merely a difference of zeros. Number the bands 0 and 1, as Lean does, and take E_0 = 1, E_1 = 0, with the Pauli matrices σx and σy as velocities.

```lean
/-- A two-band model with energies 1 and 0 and the Pauli matrices σx and σy as
velocities. -/
def twoBand : Bands 2 where
  E := ![1, 0]
  vx := !![0, 1; 1, 0]
  vy := !![0, -Complex.I; Complex.I, 0]
  vx_herm := Matrix.IsHermitian.ext (fun i j => by
    fin_cases i <;> fin_cases j <;> simp)
  vy_herm := Matrix.IsHermitian.ext (fun i j => by
    fin_cases i <;> fin_cases j <;> simp)
  distinct := by
    intro i j
    fin_cases i <;> fin_cases j <;> norm_num
```

The entries needed are vx_01 = vx_10 = 1, vy_10 = i and vy_01 = −i. Hence

m_0 = Im(1 · i) / (1 − 0) = 1,
m_1 = Im(1 · (−i)) / (0 − 1) = 1.

Each band has a moment, yet M vanishes for an exciton formed from the pair. The proof reduces each sum to its single term and evaluates it.

```lean
/-- In the model `twoBand` both bands have orbital moment 1. -/
theorem twoBand_moment_witness : twoBand.moment 0 = 1 ∧ twoBand.moment 1 = 1 := by
  have e0 : (Finset.univ : Finset (Fin 2)).erase 0 = {1} := by decide
  have e1 : (Finset.univ : Finset (Fin 2)).erase 1 = {0} := by decide
  constructor
  · rw [Bands.moment_eq_sum, e0, Finset.sum_singleton]
    norm_num [Bands.pairMoment, twoBand]
  · rw [Bands.moment_eq_sum, e1, Finset.sum_singleton]
    norm_num [Bands.pairMoment, twoBand]
```

## A remote band that does contribute

Now add band 2 at energy E_2 = 2 and couple it to band 0 only. Band 0 serves as the conduction band c and band 1 as the valence band v.

```lean
/-- A three-band model with energies 1, 0 and 2, in which band 0 is coupled to both
other bands. -/
def threeBand : Bands 3 where
  E := ![1, 0, 2]
  vx := !![0, 1, 1; 1, 0, 0; 1, 0, 0]
  vy := !![0, -Complex.I, -Complex.I; Complex.I, 0, 0; Complex.I, 0, 0]
  vx_herm := Matrix.IsHermitian.ext (fun i j => by
    fin_cases i <;> fin_cases j <;> simp)
  vy_herm := Matrix.IsHermitian.ext (fun i j => by
    fin_cases i <;> fin_cases j <;> simp)
  distinct := by
    intro i j
    fin_cases i <;> fin_cases j <;> norm_num
```

The only remote band is 2, and its two contributions are

p_02 = Im(1 · i) / (1 − 2) = −1,
p_12 = Im(0 · 0) / (0 − 2) = 0.

Therefore m_0 − m_1 = −1. With the same bands at every wavevector,

M = −Σ_k |A_k|²,

which is −1 for a normalised envelope. In the proof, `key` identifies the remote band, `hr` is the difference p_02 − p_12 = −1, and the remote-band formula for M does the rest.

```lean
/-- With the bands `threeBand` at every wavevector, the envelope-weighted orbital moment for
conduction band 0 and valence band 1 is minus the squared norm of the envelope. -/
theorem excitonMoment_threeBand {K : Type*} [Fintype K] (A : K → ℂ) :
    excitonMoment (fun _ : K => threeBand) A 0 1 = -∑ k, ‖A k‖ ^ 2 := by
  have key : ((Finset.univ : Finset (Fin 3)).erase 0).erase 1 = {2} := by decide
  -- the only remote band is band 2
  have hr : threeBand.pairMoment 0 2 - threeBand.pairMoment 1 2 = -1 := by
    have e0 : threeBand.E 0 = 1 := rfl
    have e1 : threeBand.E 1 = 0 := rfl
    have e2 : threeBand.E 2 = 2 := rfl
    have x0 : threeBand.vx 0 2 = 1 := rfl
    have x1 : threeBand.vx 1 2 = 0 := rfl
    have y0 : threeBand.vy 2 0 = Complex.I := rfl
    have y1 : threeBand.vy 2 1 = 0 := rfl
    simp only [Bands.pairMoment, e0, e1, e2, x0, x1, y0, y1]
    norm_num
  rw [excitonMoment_eq_remote]
  simp only [key, Finset.sum_singleton, hr, mul_neg, mul_one, Finset.sum_neg_distrib]

end

end ExcitonOrbitalMoment
```

```lean
#print axioms ExcitonOrbitalMoment.excitonMoment_two_band
#print axioms ExcitonOrbitalMoment.excitonMoment_isolated_pair
#print axioms ExcitonOrbitalMoment.excitonMoment_threeBand
```

```
'ExcitonOrbitalMoment.excitonMoment_two_band' depends on axioms: [propext, Classical.choice, Quot.sound]
'ExcitonOrbitalMoment.excitonMoment_isolated_pair' depends on axioms: [propext, Classical.choice, Quot.sound]
'ExcitonOrbitalMoment.excitonMoment_threeBand' depends on axioms: [propext, Classical.choice, Quot.sound]
```
